# The relative gate dependence of a charging-model partition function decays exponentially with temperature

A metallic island with \(n\) excess charges has electrostatic energy \(E(n-x)^2\), up to a term that may depend on the gate voltage but not on \(n\), and that is left out of the partition function here. The charging energy \(E>0\) is the square of the elementary charge divided by twice the total capacitance of the island, and \(x\) is the gate charge in units of the elementary charge. With thermal energy \(T\) (Boltzmann's constant included), set \(b=E/T\). Weak tunnelling to a lead is assumed to bring \(n\) into thermal equilibrium, but its contribution to the energy is neglected, as is the single-particle level structure.

```lean
import Mathlib

open Real

namespace ThermalChargingOscillations

noncomputable section

/-- Partition function of an island with gate charge `x`, summed over the integer excess charge
`n`; `b` is the charging energy divided by the thermal energy. -/
def islandZ (b x : ℝ) : ℝ := ∑' n : ℤ, exp (-b * ((n : ℝ) - x) ^ 2)
```

This is \(Z(x)=\sum_{n\in\mathbb Z}e^{-b(n-x)^2}\). The type `ℤ` makes the charge discrete, while `b` and `x` are real; `(n : ℝ)` reads the integer as a real number. The symbol `∑'` denotes an infinite sum.

```lean
/-- The thermal damping factor `q = exp (-π² / b)`, for `b > 0`. -/
def damping (b : ℝ) : ℝ := exp (-π ^ 2 / b)
```

Write \(q=e^{-\pi^2/b}=e^{-\pi^2T/E}\) for `damping b`. Heating the island makes \(q\) smaller.

```lean
lemma damping_pos (b : ℝ) : 0 < damping b := exp_pos _
```

An exponential is positive, so \(q>0\).

```lean
/-- For `b > 0` the damping factor is less than one. -/
lemma damping_lt_one {b : ℝ} (hb : 0 < b) : damping b < 1 := by
  have h : 0 < π ^ 2 / b := by positivity
  rw [damping, Real.exp_lt_one_iff, neg_div]
  linarith
```

The hypothesis `hb : 0 < b` makes the exponent negative, so \(q<1\).

```lean
/-- For `b > 0` the Boltzmann weights of the charge states have a finite sum. -/
theorem summable_boltzmann {b : ℝ} (hb : 0 < b) (x : ℝ) :
    Summable fun n : ℤ => exp (-b * ((n : ℝ) - x) ^ 2) := by
  have him : ∀ r : ℝ, ((r : ℂ) * Complex.I).im = r := fun r => by simp
  have h := (summable_jacobiTheta₂_term_iff (((-(b * x / π) : ℝ) : ℂ) * Complex.I)
    (((b / π : ℝ) : ℂ) * Complex.I)).mpr (by rw [him]; positivity)
  have h2 := h.norm.mul_left (exp (-b * x ^ 2))
  refine (summable_congr fun n => ?_).mpr h2
  rw [norm_jacobiTheta₂_term, him, him, ← Real.exp_add]
  congr 1
  field_simp
  ring
```

The Boltzmann weights are summable. By hand, \((n-x)^2\ge n^2/2-x^2\), because the difference of the two sides is \((n-2x)^2/2\). Each weight is therefore at most \(e^{bx^2}e^{-b|n|/2}\), which is geometric in \(|n|\). Lean instead expands the square and recognises the terms of a Jacobi theta series, whose convergence Mathlib knows. Since `∑'` returns 0 for a divergent series, this theorem is what makes `islandZ` a genuine partition function.

## From charge states to gate harmonics

```lean
/-- For `b > 0`, Poisson summation turns the sum over charge states into a series of harmonics
in the gate charge, the `k`-th one damped by `q ^ (k ^ 2)`. -/
theorem hasSum_gate_harmonics {b : ℝ} (hb : 0 < b) (x : ℝ) :
    HasSum (fun k : ℕ => 2 * damping b ^ ((k + 1) ^ 2) * cos (2 * π * ((k : ℝ) + 1) * x))
      (islandZ b x * √(b / π) - 1) := by
  have hbC : (b : ℂ) ≠ 0 := by exact_mod_cast hb.ne'
  have hpC : (π : ℂ) ≠ 0 := by exact_mod_cast pi_ne_zero
  have P := Complex.tsum_exp_neg_quadratic (a := ((π / b : ℝ) : ℂ))
    (by rw [Complex.ofReal_re]; positivity) ((x : ℂ) * Complex.I)
  -- the dual side is the sum over charge states
  have hR : ∀ n : ℤ, Complex.exp (-(π : ℂ) / ((π / b : ℝ) : ℂ) *
      ((n : ℂ) + Complex.I * ((x : ℂ) * Complex.I)) ^ 2)
      = ((exp (-b * ((n : ℝ) - x) ^ 2) : ℝ) : ℂ) := by
    intro n
    have h1 : Complex.I * ((x : ℂ) * Complex.I) = -(x : ℂ) := by
      linear_combination (x : ℂ) * Complex.I_sq
    have h2 : -(π : ℂ) / ((π / b : ℝ) : ℂ) = -(b : ℂ) := by
      push_cast
      field_simp
    rw [h1, h2, Complex.ofReal_exp]
    congr 1
    push_cast
    ring
  have hroot : ((π / b : ℝ) : ℂ) ^ (1 / 2 : ℂ) = ((√(π / b) : ℝ) : ℂ) := by
    have hhalf : ((1 / 2 : ℝ) : ℂ) = 1 / 2 := by norm_num
    rw [Real.sqrt_eq_rpow, Complex.ofReal_cpow (by positivity), hhalf]
  have hinv : √(b / π) = (√(π / b))⁻¹ := by rw [← Real.sqrt_inv, inv_div]
  rw [tsum_congr hR, ← Complex.ofReal_tsum, hroot, one_div, ← Complex.ofReal_inv, ← hinv,
    ← Complex.ofReal_mul] at P
  -- the harmonic side converges absolutely
  have hS : Summable fun n : ℤ => Complex.exp (-(π : ℂ) * ((π / b : ℝ) : ℂ) * (n : ℂ) ^ 2
      + 2 * (π : ℂ) * ((x : ℂ) * Complex.I) * (n : ℂ)) := by
    have h := (summable_jacobiTheta₂_term_iff (x : ℂ)
      (((π / b : ℝ) : ℂ) * Complex.I)).mpr (by
        have : (((π / b : ℝ) : ℂ) * Complex.I).im = π / b := by
          rw [Complex.im_ofReal_mul, Complex.I_im, mul_one]
        rw [this]; positivity)
    convert h using 1
    ext n
    rw [jacobiTheta₂_term]
    congr 1
    linear_combination (-(π : ℂ) * (n : ℂ) ^ 2 * ((π / b : ℝ) : ℂ)) * Complex.I_sq
  have H0 := hS.hasSum
  rw [P] at H0
  -- take real parts
  have key : ∀ A B : ℝ, (Complex.exp ((A : ℂ) + (B : ℂ) * Complex.I)).re = exp A * cos B := by
    intro A B
    rw [Complex.exp_re]
    simp
  have H : HasSum (fun n : ℤ => exp (-π * (π / b) * (n : ℝ) ^ 2) * cos (2 * π * x * (n : ℝ)))
      (√(b / π) * islandZ b x) := by
    have h := Complex.hasSum_re H0
    rw [Complex.ofReal_re] at h
    convert h using 1
    ext n
    rw [← key]
    congr 2
    push_cast
    ring
    rfl
  -- pair the harmonics n and -n, and split off n = 0
  have H2 := (hasSum_nat_add_iff' 1).mpr H.nat_add_neg
  convert H2 using 1
  · rfl
  · ext k
    have e : damping b ^ ((k + 1) ^ 2) = exp (-π * (π / b) * ((k : ℝ) + 1) ^ 2) := by
      rw [damping, ← Real.exp_nat_mul]
      congr 1
      push_cast
      ring
    have c : cos (2 * π * x * -((k : ℝ) + 1)) = cos (2 * π * x * ((k : ℝ) + 1)) := by
      rw [mul_neg, Real.cos_neg]
    have d : 2 * π * ((k : ℝ) + 1) * x = 2 * π * x * ((k : ℝ) + 1) := by ring
    rw [e, d]
    push_cast
    rw [c, neg_sq]
    ring
  · simp only [Finset.sum_range_one, Nat.cast_zero, Int.cast_zero, neg_zero,
      zero_pow two_ne_zero, mul_zero, Real.exp_zero, Real.cos_zero]
    ring
```

`HasSum f s` says that the series with terms `f` converges to `s`. Lean's `k` starts at 0, so the statement reads
\[
Z(x)\sqrt{b/\pi}-1=\sum_{k=0}^{\infty}2q^{(k+1)^2}\cos\bigl(2\pi(k+1)x\bigr).
\]

To derive it, Fourier transform one Gaussian. Put \(t=x+s\) and complete the square, for integer \(m\):
\[
\int e^{-b(t-x)^2-2\pi imt}\,dt
=e^{-2\pi imx}e^{-\pi^2m^2/b}\int e^{-b(s+i\pi m/b)^2}ds
=\sqrt{\pi/b}\;q^{m^2}e^{-2\pi imx}.
\]
Poisson summation equates \(\sum_n e^{-b(n-x)^2}\) with the sum of these transforms over \(m\). The term \(m=0\) gives the classical value \(\sqrt{\pi/b}\), the integral over continuous charge. The terms \(\pm m\) combine into \(2q^{m^2}\cos(2\pi mx)\), and \(m=k+1\) gives the series.

The Mathlib device is `Complex.tsum_exp_neg_quadratic`, Poisson summation for complex Gaussians:
\[
\sum_n e^{-\pi an^2+2\pi cn}=\frac1{\sqrt a}\sum_n e^{-\pi(n+ic)^2/a},\qquad \operatorname{Re}a>0.
\]
The proof takes \(a=\pi/b\) and \(c=ix\), so that \(n+ic=n-x\). `hR` identifies the right-hand terms as Boltzmann weights. An equality of `∑'` sums does not itself say that they converge, so `hS` supplies convergence of the harmonic side. `H` takes real parts. Finally, `H.nat_add_neg` pairs \(n\) with \(-n\), which counts \(n=0\) twice; removing that pair subtracts 2 from \(Z\sqrt{b/\pi}+1\), leaving the stated value.

## Error bounds

```lean
/-- For `b > 0`, keeping the first `N` gate harmonics leaves an error of at most
`2 q ^ ((N + 1) ^ 2) / (1 - q)` in units of the classical value `√(π / b)`, uniformly in the gate
charge. -/
theorem harmonic_truncation {b : ℝ} (hb : 0 < b) (x : ℝ) (N : ℕ) :
    |islandZ b x * √(b / π) - 1 - ∑ k ∈ Finset.range N,
      2 * damping b ^ ((k + 1) ^ 2) * cos (2 * π * ((k : ℝ) + 1) * x)|
      ≤ 2 * damping b ^ ((N + 1) ^ 2) / (1 - damping b) := by
  have h0 := (damping_pos b).le
  have h1 := damping_lt_one hb
  have hT := (hasSum_nat_add_iff' N).mpr (hasSum_gate_harmonics hb x)
  have hG := (hasSum_geometric_of_lt_one h0 h1).mul_left (2 * damping b ^ ((N + 1) ^ 2))
  rw [← hT.tsum_eq, ← Real.norm_eq_abs, div_eq_mul_inv]
  refine tsum_of_norm_bounded hG fun k => ?_
  -- each harmonic lies below a term of the geometric series
  have hp : damping b ^ ((k + N + 1) ^ 2) ≤ damping b ^ ((N + 1) ^ 2 + k) :=
    pow_le_pow_of_le_one h0 h1.le (by nlinarith [Nat.zero_le (k * N), Nat.zero_le (k ^ 2)])
  have hn : 0 ≤ 2 * damping b ^ ((k + N + 1) ^ 2) := by positivity
  rw [Real.norm_eq_abs, abs_mul, abs_of_nonneg hn]
  calc _ ≤ 2 * damping b ^ ((k + N + 1) ^ 2) * 1 :=
        mul_le_mul_of_nonneg_left (Real.abs_cos_le_one _) hn
    _ ≤ 2 * damping b ^ ((N + 1) ^ 2 + k) := by linarith
    _ = _ := by rw [pow_add]; ring
```

Keep the first \(N\) harmonics. The remaining ones have exponents
\[
(k+N+1)^2=(N+1)^2+2k(N+1)+k^2\ge(N+1)^2+k .
\]
Since \(0<q<1\) and \(|\cos|\le1\), the error is at most
\[
2q^{(N+1)^2}\sum_{k\ge0}q^k=\frac{2q^{(N+1)^2}}{1-q}.
\]
`hp` is the exponent comparison, and `tsum_of_norm_bounded` compares the two series.

```lean
/-- For `b > 0` the partition function differs from its classical value `√(π / b)` by a relative
amount of at most `2 q / (1 - q)`, whatever the gate charge. -/
theorem islandZ_near_classical {b : ℝ} (hb : 0 < b) (x : ℝ) :
    |islandZ b x * √(b / π) - 1| ≤ 2 * damping b / (1 - damping b) := by
  simpa using harmonic_truncation hb x 0
```

With \(N=0\), \(|Z(x)\sqrt{b/\pi}-1|\le 2q/(1-q)\) for every gate charge. At \(T=E\) the bound is about \(10^{-4}\).

```lean
/-- For `b > 0` a single cosine in the gate charge describes the oscillation up to an error of at
most `2 q ^ 4 / (1 - q)`, in units of the classical value `√(π / b)`. -/
theorem single_cosine {b : ℝ} (hb : 0 < b) (x : ℝ) :
    |islandZ b x * √(b / π) - 1 - 2 * damping b * cos (2 * π * x)|
      ≤ 2 * damping b ^ 4 / (1 - damping b) := by
  have h := harmonic_truncation hb x 1
  norm_num [Finset.sum_range_one] at h
  exact h
```

With \(N=1\), the single cosine \(2q\cos(2\pi x)\) describes the oscillation of \(Z(x)\sqrt{b/\pi}\) about 1 with error at most \(2q^4/(1-q)\).

```lean
/-- For charging energy `E > 0` and thermal energy `T > 0`, the partition functions at two gate
charges differ, in units of the classical value, by at most `4 r / (1 - r)` with
`r = exp (-π² T / E)`. -/
theorem gate_dependence_le {E T : ℝ} (hE : 0 < E) (hT : 0 < T) (x y : ℝ) :
    |islandZ (E / T) x - islandZ (E / T) y| * √(E / T / π)
      ≤ 4 * exp (-π ^ 2 * T / E) / (1 - exp (-π ^ 2 * T / E)) := by
  have hb : 0 < E / T := div_pos hE hT
  have hq : damping (E / T) = exp (-π ^ 2 * T / E) := by
    rw [damping, div_div_eq_mul_div]
  have hx := abs_le.mp (islandZ_near_classical hb x)
  have hy := abs_le.mp (islandZ_near_classical hb y)
  rw [hq] at hx hy
  have h4 : 4 * exp (-π ^ 2 * T / E) / (1 - exp (-π ^ 2 * T / E))
      = 2 * (2 * exp (-π ^ 2 * T / E) / (1 - exp (-π ^ 2 * T / E))) := by ring
  rw [← abs_of_nonneg (Real.sqrt_nonneg (E / T / π)), ← abs_mul, sub_mul, h4, abs_le]
  constructor <;> linarith [hx.1, hx.2, hy.1, hy.2]
```

Two gate settings each lie within \(2q/(1-q)\) of the classical value, so by the triangle inequality they differ by at most \(4q/(1-q)\) in its units. `hq` rewrites \(q\) as \(e^{-\pi^2T/E}\). For single-electron devices within this charging model, this bounds how much gate dependence survives in the partition function at high temperature; it is not a bound on conductance.

```lean
/-- For `b > 0` the partition functions at gate charges `0` and `1/2` differ by at least `4 q`
in units of the classical value. -/
theorem gate_contrast_ge {b : ℝ} (hb : 0 < b) :
    4 * damping b ≤ (islandZ b 0 - islandZ b (1 / 2)) * √(b / π) := by
  have h := (hasSum_gate_harmonics hb 0).sub (hasSum_gate_harmonics hb (1 / 2))
  -- all terms are nonnegative, so the first one is a lower bound
  have hle := le_hasSum h 0 (fun j _ => by
    have hn : 0 ≤ 2 * damping b ^ ((j + 1) ^ 2) :=
      mul_nonneg zero_le_two (pow_nonneg (damping_pos b).le _)
    rw [mul_zero, Real.cos_zero]
    exact sub_nonneg.mpr (mul_le_mul_of_nonneg_left (Real.cos_le_one _) hn))
  have hc : 2 * π * (((0 : ℕ) : ℝ) + 1) * (1 / 2) = π := by
    rw [Nat.cast_zero]
    ring
  rw [hc, mul_zero, Real.cos_zero, Real.cos_pi, zero_add, one_pow, pow_one] at hle
  linarith

end

end ThermalChargingOscillations
```

Subtract the series at \(x=1/2\) from that at \(x=0\). Each term is \(2q^{(k+1)^2}\bigl(1-\cos(\pi(k+1))\bigr)\ge0\), and the first is \(4q\). `le_hasSum` bounds the sum below by that term.

In units of the classical value, the contrast between these two settings thus lies between \(4q\) and \(4q/(1-q)\). As \(T\to\infty\) at fixed \(E\), \(q\to0\) and the ratio of this contrast to \(4q\) tends to 1, so the exponential rate \(\pi^2/E\) is sharp.

```lean
#print axioms ThermalChargingOscillations.summable_boltzmann
#print axioms ThermalChargingOscillations.single_cosine
#print axioms ThermalChargingOscillations.gate_dependence_le
#print axioms ThermalChargingOscillations.gate_contrast_ge
```

```
'ThermalChargingOscillations.summable_boltzmann' depends on axioms: [propext, Classical.choice, Quot.sound]
'ThermalChargingOscillations.single_cosine' depends on axioms: [propext, Classical.choice, Quot.sound]
'ThermalChargingOscillations.gate_dependence_le' depends on axioms: [propext, Classical.choice, Quot.sound]
'ThermalChargingOscillations.gate_contrast_ge' depends on axioms: [propext, Classical.choice, Quot.sound]
```
